# The position Ehrenfest law on a ring has a boundary term from the current through the cut

A particle in a running wave $e^{ikx}$ on a ring carries a steady current, but its density is uniform and does not change. If the ring is cut open to give it a coordinate $x$, the mean of $x$ therefore stands still while the mean momentum is nonzero. The familiar law $d\langle x\rangle/dt=\langle p\rangle/m$ fails, and the missing term comes from the cut, where $x$ jumps by the circumference $L$.

Let $\psi(t,x)$ be a twice continuously differentiable solution of the Schrödinger equation with a real potential $V(t,x)$, and let it have period $L$ in $x$. With the ring cut at $a$, the corrected law is
$$\frac{d}{dt}\int_a^{a+L}x|\psi|^2dx=\int_a^{a+L}j\,dx-L\,j(t,a),$$
where $j$ is the probability current. For normalised $\psi$ the integral of $j$ is $\langle p\rangle/m$: the real part of $\int\psi^*(-i\hbar\,\partial_x\psi)\,dx$ is $m\int j\,dx$, and its imaginary part is $-\frac{\hbar}{2}$ times the change of $|\psi|^2$ from $a$ to $a+L$, which is zero by periodicity. The theorems below are stated with $\int j\,dx$. Only this position law is treated, not Ehrenfest's companion law for momentum and force.

```lean
import Mathlib

open MeasureTheory Set Topology ComplexConjugate

namespace RingEhrenfest

noncomputable section
```

## Current, equation of motion and position moment

With reduced Planck constant $\hbar$ and mass $m$, the current is $j=(\hbar/m)\,\mathrm{Im}(\psi^*\partial_x\psi)$. In Lean, `ψ t x` takes time first, and `deriv (ψ t) x` is $\partial_x\psi$.

```lean
/-- The probability current `j = (ħ/m) Im(ψ* ∂ₓψ)` at time `t` and position `x`. -/
def current (hbar m : ℝ) (ψ : ℝ → ℝ → ℂ) (t x : ℝ) : ℝ :=
  hbar / m * (conj (ψ t x) * deriv (ψ t) x).im
```

The Schrödinger equation is imposed at all real $t$ and $x$, multiplied by $2m$ to clear the denominator. The type `ℝ → ℝ → ℝ` makes the potential $V(t,x)$ real, which expresses that probability is neither absorbed nor created. No further condition on $V$ is written down, but the equation passes on the properties of $\psi$. The laws below take $m\neq0$ and $\psi$ twice continuously differentiable, which makes $V$ continuous wherever $\psi\neq0$; if $\psi$ is also periodic in $x$, then $V$ is periodic there too.

```lean
/-- The Schrödinger equation `iħ ∂ₜψ = -(ħ²/2m) ∂ₓ²ψ + Vψ`, multiplied by `2m`. -/
def SolvesSchrodinger (hbar m : ℝ) (V : ℝ → ℝ → ℝ) (ψ : ℝ → ℝ → ℂ) : Prop :=
  ∀ t x, 2 * (m : ℂ) * (Complex.I * hbar * deriv (fun s => ψ s x) t) =
    -(hbar : ℂ) ^ 2 * deriv (deriv (ψ t)) x + 2 * m * V t x * ψ t x
```

The position moment is the integral of $x|\psi|^2$ over a segment. It is the mean position when $\psi$ is normalised there; the theorems do not require normalisation.

```lean
/-- The position moment `∫ x |ψ|² dx` over the segment from `a` to `b`. -/
def positionMoment (ψ : ℝ → ℝ → ℂ) (a b t : ℝ) : ℝ :=
  ∫ x in a..b, x * ‖ψ t x‖ ^ 2
```

The running wave of the opening, with its free time dependence, is $\exp(i(kx-\omega t))$, where $\omega=\hbar k^2/2m$.

```lean
/-- The free plane wave `exp(i(kx - ωt))` with `ω = ħk²/2m`. -/
def planeWave (hbar m k t x : ℝ) : ℂ :=
  Complex.exp (((k * x - hbar * k ^ 2 / (2 * m) * t : ℝ) : ℂ) * Complex.I)
```

## From the current to the continuity equation

The time derivative has to pass under the integral. Let $F$ be continuous in $x$ at each time. If $\partial_tF$ is jointly continuous, it is bounded by a constant $C$ on the compact rectangle of times in $[t-1,t+1]$ and positions between $a$ and $b$. Dominated convergence then gives $\frac{d}{dt}\int_a^bF\,dx=\int_a^b\partial_tF\,dx$. `HasDerivAt f f' t` means that `f` is differentiable at `t` with derivative `f'`.

```lean
/-- The time derivative of an integral over a fixed segment is the integral of the time derivative,
when the integrand is continuous in position and its time derivative is jointly continuous. -/
theorem hasDerivAt_integral_param {F F' : ℝ → ℝ → ℝ} (hF : ∀ s, Continuous (F s))
    (hF' : Continuous (fun p : ℝ × ℝ => F' p.1 p.2))
    (hd : ∀ s x, HasDerivAt (fun r => F r x) (F' s x) s) (a b t : ℝ) :
    HasDerivAt (fun s => ∫ x in a..b, F s x) (∫ x in a..b, F' t x) t := by
  -- a uniform bound on a compact space-time rectangle
  obtain ⟨C, hC⟩ := ((isCompact_Icc (a := t - 1) (b := t + 1)).prod
    (isCompact_uIcc (a := a) (b := b))).exists_bound_of_continuousOn hF'.continuousOn
  have hc : Continuous (F' t) := hF'.comp (by fun_prop : Continuous (fun x : ℝ => (t, x)))
  exact (intervalIntegral.hasDerivAt_integral_of_dominated_loc_of_deriv_le
    (bound := fun _ => C)
    (Icc_mem_nhds (by linarith : t - 1 < t) (by linarith : t < t + 1))
    (Filter.Eventually.of_forall fun s => (hF s).aestronglyMeasurable)
    ((hF t).intervalIntegrable a b) hc.aestronglyMeasurable
    (Filter.Eventually.of_forall fun x hx s hs => hC (s, x) ⟨hs, uIoc_subset_uIcc hx⟩)
    (continuous_const.intervalIntegrable a b)
    (Filter.Eventually.of_forall fun x _ s _ => hd s x)).2
```

Next, differentiate the current:
$$\partial_xj=\frac{\hbar}{m}\,\mathrm{Im}\left(|\partial_x\psi|^2+\psi^*\partial_x^2\psi\right)=\frac{\hbar}{m}\,\mathrm{Im}(\psi^*\partial_x^2\psi),$$
since $|\partial_x\psi|^2$ is real. The proof applies the product rule to the real and imaginary parts.

```lean
/-- The spatial derivative of the current is `(ħ/m) Im(ψ* ∂ₓ²ψ)`. -/
theorem hasDerivAt_current (hbar m : ℝ) {ψ : ℝ → ℝ → ℂ} {t : ℝ}
    (hψ : ContDiff ℝ 2 (ψ t)) (x : ℝ) :
    HasDerivAt (current hbar m ψ t)
      (hbar / m * (conj (ψ t x) * deriv (deriv (ψ t)) x).im) x := by
  have h2 : ContDiff ℝ (1 + 1) (ψ t) := by rw [one_add_one_eq_two]; exact hψ
  have h0 := (hψ.differentiable (by norm_num) x).hasDerivAt
  have h1 := ((contDiff_succ_iff_deriv.mp h2).2.2.differentiable (by norm_num) x).hasDerivAt
  have re' : ∀ {f : ℝ → ℂ} {f' : ℂ}, HasDerivAt f f' x →
      HasDerivAt (fun y => (f y).re) f'.re x :=
    fun h => Complex.reCLM.hasFDerivAt.comp_hasDerivAt x h
  have im' : ∀ {f : ℝ → ℂ} {f' : ℂ}, HasDerivAt f f' x →
      HasDerivAt (fun y => (f y).im) f'.im x :=
    fun h => Complex.imCLM.hasFDerivAt.comp_hasDerivAt x h
  have e : current hbar m ψ t = fun y => hbar / m *
      ((ψ t y).re * (deriv (ψ t) y).im - (ψ t y).im * (deriv (ψ t) y).re) := by
    funext y
    simp only [current, Complex.mul_im, Complex.conj_re, Complex.conj_im]
    ring
  rw [e]
  refine ((((re' h0).fun_mul (im' h1)).fun_sub
    ((im' h0).fun_mul (re' h1))).const_mul (hbar / m)).congr_deriv ?_
  simp only [Complex.mul_im, Complex.conj_re, Complex.conj_im]
  ring
```

Write $\psi=u+iv$ with $u,v$ real. The real and imaginary parts of the equation of motion are
$$-2m\hbar\,\partial_tv=-\hbar^2\partial_x^2u+2mVu,\qquad 2m\hbar\,\partial_tu=-\hbar^2\partial_x^2v+2mVv.$$
Multiply the second by $u$ and the first by $v$, and subtract. The potential cancels:
$$m\hbar\,\partial_t|\psi|^2=-\hbar^2(u\,\partial_x^2v-v\,\partial_x^2u)=-m\hbar\,\partial_xj.$$
Division by $m\hbar\neq0$ gives $\partial_t|\psi|^2=-\partial_xj$. In the code, `hre` and `him` are the two parts, and the last `linear_combination` is this subtraction.

```lean
/-- The continuity equation `∂ₜ|ψ|² = -∂ₓj`. -/
theorem continuity_equation {hbar m : ℝ} (hh : hbar ≠ 0) (hm : m ≠ 0) {V : ℝ → ℝ → ℝ}
    {ψ : ℝ → ℝ → ℂ} (hψ : ContDiff ℝ 2 (fun p : ℝ × ℝ => ψ p.1 p.2))
    (hS : SolvesSchrodinger hbar m V ψ) (t x : ℝ) :
    HasDerivAt (fun s => ‖ψ s x‖ ^ 2) (-deriv (current hbar m ψ t) x) t := by
  have hx : ContDiff ℝ 2 (ψ t) :=
    hψ.comp (by fun_prop : ContDiff ℝ 2 (fun y : ℝ => (t, y)))
  have ht : ContDiff ℝ 2 (fun s => ψ s x) :=
    hψ.comp (by fun_prop : ContDiff ℝ 2 (fun s : ℝ => (s, x)))
  have h0 := (ht.differentiable (by norm_num) t).hasDerivAt
  rw [(hasDerivAt_current hbar m hx x).deriv]
  refine h0.norm_sq.congr_deriv ?_
  -- real and imaginary parts of the Schrödinger equation
  have h : ((2 * m * hbar : ℝ) : ℂ) * (Complex.I * deriv (fun s => ψ s x) t) =
      ((-hbar ^ 2 : ℝ) : ℂ) * deriv (deriv (ψ t)) x + ((2 * m * V t x : ℝ) : ℂ) * ψ t x := by
    push_cast
    linear_combination hS t x
  have hre := congrArg Complex.re h
  have him := congrArg Complex.im h
  simp only [Complex.add_re, Complex.add_im, Complex.mul_re, Complex.mul_im,
    Complex.ofReal_re, Complex.ofReal_im, Complex.I_re, Complex.I_im] at hre him
  rw [Complex.inner]
  simp only [Complex.mul_re, Complex.mul_im, Complex.conj_re, Complex.conj_im]
  apply mul_left_cancel₀ (mul_ne_zero hm hh)
  have hc : ∀ X : ℝ, m * hbar * -(hbar / m * X) = -hbar ^ 2 * X := by
    intro X
    field_simp
  rw [hc]
  linear_combination (ψ t x).re * him - (ψ t x).im * hre
```

## Integration by parts on a segment

By the continuity equation, $\partial_x(xj)=j+x\,\partial_xj=j-x\,\partial_t|\psi|^2$. Integrating from $a$ to $b$ and rearranging,
$$\frac{d}{dt}\int_a^bx|\psi|^2dx=\int_a^bj\,dx-\bigl(b\,j(t,b)-a\,j(t,a)\bigr).$$
Periodicity has not yet been used. The hypothesis `ContDiff ℝ 2` says that $\psi$ is jointly twice continuously differentiable, so `G`, the time derivative of $|\psi|^2$, is continuous. The step `parts` is the integration by parts, and `main` differentiates under the integral.

```lean
/-- On any segment, the position moment changes at the rate `∫ j dx - (b j(b) - a j(a))`. -/
theorem segment_balance {hbar m : ℝ} (hh : hbar ≠ 0) (hm : m ≠ 0) {V : ℝ → ℝ → ℝ}
    {ψ : ℝ → ℝ → ℂ} (hψ : ContDiff ℝ 2 (fun p : ℝ × ℝ => ψ p.1 p.2))
    (hS : SolvesSchrodinger hbar m V ψ) (a b t : ℝ) :
    HasDerivAt (positionMoment ψ a b) ((∫ x in a..b, current hbar m ψ t x) -
      (b * current hbar m ψ t b - a * current hbar m ψ t a)) t := by
  have hR : ContDiff ℝ 2 (fun p : ℝ × ℝ => ‖ψ p.1 p.2‖ ^ 2) := hψ.norm_sq ℝ
  let G : ℝ × ℝ → ℝ := fun p => fderiv ℝ (fun p : ℝ × ℝ => ‖ψ p.1 p.2‖ ^ 2) p (1, 0)
  have hG : Continuous G := (hR.continuous_fderiv (by norm_num)).clm_apply continuous_const
  have hd : ∀ s x, HasDerivAt (fun r => ‖ψ r x‖ ^ 2) (G (s, x)) s := by
    intro s x
    have h1 : HasDerivAt (fun r : ℝ => (r, x)) ((1 : ℝ), (0 : ℝ)) s :=
      (hasDerivAt_id s).prodMk (hasDerivAt_const s x)
    exact (hR.differentiable (by norm_num) (s, x)).hasFDerivAt.comp_hasDerivAt s h1
  have hx : ContDiff ℝ 2 (ψ t) :=
    hψ.comp (by fun_prop : ContDiff ℝ 2 (fun y : ℝ => (t, y)))
  have hJ : ∀ x, HasDerivAt (current hbar m ψ t) (-G (t, x)) x := by
    intro x
    rw [(hd t x).unique (continuity_equation hh hm hψ hS t x), neg_neg]
    exact (hasDerivAt_current hbar m hx x).differentiableAt.hasDerivAt
  have hJc : Continuous (current hbar m ψ t) :=
    continuous_iff_continuousAt.mpr fun x => (hJ x).continuousAt
  have hGc : Continuous (fun x => x * G (t, x)) :=
    continuous_id.mul (hG.comp (by fun_prop : Continuous (fun x : ℝ => (t, x))))
  -- integration by parts: `(x j)' = j - x ∂ₜ|ψ|²`
  have parts := intervalIntegral.integral_eq_sub_of_hasDerivAt (a := a) (b := b)
    (f := fun x => x * current hbar m ψ t x)
    (f' := fun x => current hbar m ψ t x - x * G (t, x))
    (fun x _ => ((hasDerivAt_id' x).fun_mul (hJ x)).congr_deriv (by ring))
    ((hJc.sub hGc).intervalIntegrable a b)
  rw [intervalIntegral.integral_sub (hJc.intervalIntegrable a b)
    (hGc.intervalIntegrable a b)] at parts
  have main := hasDerivAt_integral_param (F := fun s x => x * ‖ψ s x‖ ^ 2)
    (F' := fun s x => x * G (s, x))
    (fun s => continuous_id.mul
      (hR.continuous.comp (by fun_prop : Continuous (fun x : ℝ => (s, x)))))
    (continuous_snd.mul hG) (fun s x => (hd s x).const_mul x) a b t
  exact main.congr_deriv (by linarith)
```

## Closing the ring

If $\psi(t,x+L)=\psi(t,x)$, then $\partial_x\psi$ has the same period, and so $j(t,a+L)=j(t,a)$. The end terms merge:
$$(a+L)\,j(t,a+L)-a\,j(t,a)=L\,j(t,a).$$
Taking $a=0$ puts the cut at the origin.

```lean
/-- Position Ehrenfest law on a ring of circumference `L` cut open at `a`: `d/dt ∫ x |ψ|² dx = ∫ j
dx - L j(t,a)`. -/
theorem ring_ehrenfest {hbar m L : ℝ} (hh : hbar ≠ 0) (hm : m ≠ 0) {V : ℝ → ℝ → ℝ}
    {ψ : ℝ → ℝ → ℂ} (hψ : ContDiff ℝ 2 (fun p : ℝ × ℝ => ψ p.1 p.2))
    (hS : SolvesSchrodinger hbar m V ψ) (hper : ∀ t x, ψ t (x + L) = ψ t x) (a t : ℝ) :
    HasDerivAt (positionMoment ψ a (a + L))
      ((∫ x in a..(a + L), current hbar m ψ t x) - L * current hbar m ψ t a) t := by
  -- the current inherits the periodicity of the wave function
  have h : deriv (fun y => ψ t (y + L)) a = deriv (ψ t) (a + L) := deriv_comp_add_const ..
  rw [funext (hper t)] at h
  have hj : current hbar m ψ t (a + L) = current hbar m ψ t a := by
    simp only [current, hper, ← h]
  refine (segment_balance hh hm hψ hS a (a + L) t).congr_deriv ?_
  rw [hj]
  ring
```

Without periodicity of $\psi$ the ring law can fail. Take $V=0$ and $\psi=x^2+i\hbar t/m$, which solves the free equation. It is neither a state on the ring nor normalisable on the line, and serves only to test the hypothesis. Then $j=-2\hbar^2tx/m^2$, and for $a=0$ the right-hand side of the ring law is $-\hbar^2tL^2/m^2$. But the moment is $L^6/6+\hbar^2t^2L^2/(2m^2)$, whose derivative is $+\hbar^2tL^2/m^2$. The two differ whenever $t$ and $L$ are nonzero. This example is worked out here in the text and is not among the theorems.

For $L\neq0$, the law without its boundary term holds at time $t$ exactly when $j(t,a)=0$. A function has only one derivative at a point, so the two versions agree only if $L\,j(t,a)=0$.

```lean
/-- The law without boundary term holds at time `t` exactly when the current through the
cut vanishes at that time. -/
theorem no_boundary_term_iff {hbar m L : ℝ} (hh : hbar ≠ 0) (hm : m ≠ 0) (hL : L ≠ 0)
    {V : ℝ → ℝ → ℝ} {ψ : ℝ → ℝ → ℂ} (hψ : ContDiff ℝ 2 (fun p : ℝ × ℝ => ψ p.1 p.2))
    (hS : SolvesSchrodinger hbar m V ψ) (hper : ∀ t x, ψ t (x + L) = ψ t x) (a t : ℝ) :
    HasDerivAt (positionMoment ψ a (a + L)) (∫ x in a..(a + L), current hbar m ψ t x) t ↔
      current hbar m ψ t a = 0 := by
  have main := ring_ehrenfest hh hm hψ hS hper a t
  constructor
  · intro h
    have h0 : L * current hbar m ψ t a = 0 := by linarith [h.unique main]
    exact (mul_eq_zero.mp h0).resolve_left hL
  · intro h
    exact main.congr_deriv (by rw [h]; ring)
```

A one-dimensional periodic cell with a periodic wave function is such a ring, so the same term separates the rate of change of the cell's first moment from the integrated current. The theorem covers one particle in one dimension with a scalar potential; it does not cover several dimensions or nonlocal potentials.

## The running wave

The plane wave satisfies $\partial_x\psi=ik\psi$ and $\partial_t\psi=-i\omega\psi$, by the chain rule for a real phase.

```lean
/-- The plane wave has spatial derivative `ikψ` and time derivative `-i(ħk²/2m)ψ`. -/
theorem planeWave_hasDerivAt (hbar m k t x : ℝ) :
    HasDerivAt (planeWave hbar m k t) (k * Complex.I * planeWave hbar m k t x) x ∧
    HasDerivAt (fun s => planeWave hbar m k s x)
      (-((hbar * k ^ 2 / (2 * m) : ℝ) : ℂ) * Complex.I * planeWave hbar m k t x) t := by
  have phase : ∀ {θ : ℝ → ℝ} {θ' y : ℝ}, HasDerivAt θ θ' y →
      HasDerivAt (fun s => Complex.exp ((θ s : ℂ) * Complex.I))
        (θ' * Complex.I * Complex.exp ((θ y : ℂ) * Complex.I)) y :=
    fun h => ((h.ofReal_comp.mul_const Complex.I).cexp).congr_deriv (by ring)
  constructor
  · have h : HasDerivAt (fun y : ℝ => k * y - hbar * k ^ 2 / (2 * m) * t) k x :=
      (((hasDerivAt_id' x).const_mul k).sub_const _).congr_deriv (by ring)
    exact phase h
  · have h : HasDerivAt (fun s : ℝ => k * x - hbar * k ^ 2 / (2 * m) * s)
        (-(hbar * k ^ 2 / (2 * m))) t :=
      (((hasDerivAt_id' t).const_mul (hbar * k ^ 2 / (2 * m))).const_sub _).congr_deriv
        (by ring)
    refine (phase h).congr_deriv ?_
    rw [Complex.ofReal_neg]
    rfl
```

Hence $i\hbar\,\partial_t\psi=\hbar\omega\psi=(\hbar^2k^2/2m)\psi=-(\hbar^2/2m)\,\partial_x^2\psi$, the free equation. If $kL=2\pi n$ with $n$ an integer, then $e^{ikL}=1$ and the wave fits the ring. It therefore meets the hypotheses of the ring law when $\hbar$ and $m$ are nonzero.

```lean
/-- A plane wave with `kL = 2πn` is twice continuously differentiable, `L`-periodic, and
solves the free Schrödinger equation. -/
theorem planeWave_witness {hbar m k L : ℝ} (hm : m ≠ 0) (n : ℤ)
    (hk : k * L = 2 * Real.pi * n) :
    ContDiff ℝ 2 (fun p : ℝ × ℝ => planeWave hbar m k p.1 p.2) ∧
    (∀ t x, planeWave hbar m k t (x + L) = planeWave hbar m k t x) ∧
    SolvesSchrodinger hbar m (fun _ _ => 0) (planeWave hbar m k) := by
  refine ⟨?_, fun t x => ?_, fun t x => ?_⟩
  · exact ((Complex.ofRealCLM.contDiff.comp (by fun_prop : ContDiff ℝ 2
      (fun p : ℝ × ℝ => k * p.2 - hbar * k ^ 2 / (2 * m) * p.1))).mul contDiff_const).cexp
  · have e : ((k * (x + L) - hbar * k ^ 2 / (2 * m) * t : ℝ) : ℂ) * Complex.I =
        ((k * x - hbar * k ^ 2 / (2 * m) * t : ℝ) : ℂ) * Complex.I +
          n * (2 * Real.pi * Complex.I) := by
      have hk' : (k : ℂ) * L = 2 * Real.pi * n := by exact_mod_cast hk
      push_cast
      linear_combination Complex.I * hk'
    unfold planeWave
    rw [e, Complex.exp_add, Complex.exp_int_mul_two_pi_mul_I, mul_one]
  · have h1 : deriv (planeWave hbar m k t) =
        fun y => k * Complex.I * planeWave hbar m k t y :=
      funext fun y => (planeWave_hasDerivAt hbar m k t y).1.deriv
    have hmc : (m : ℂ) ≠ 0 := by exact_mod_cast hm
    have e : 2 * (m : ℂ) * (hbar * k ^ 2 / (2 * m)) = hbar * k ^ 2 := by field_simp
    rw [h1, ((planeWave_hasDerivAt hbar m k t x).1.const_mul _).deriv,
      (planeWave_hasDerivAt hbar m k t x).2.deriv]
    push_cast
    linear_combination (-(Complex.I ^ 2) * hbar * planeWave hbar m k t x) * e
```

Since $|\psi|=1$, the moment is $\int_a^{a+L}x\,dx$, which is constant in time. The current is $j=\hbar k/m$ everywhere, so its integral is $\hbar kL/m$, and the boundary term $L\,j(t,a)$ cancels it exactly. For $L>0$ the normalised wave is $\psi/\sqrt L$, and both terms become $\hbar k/m$, the classical velocity. For $k\neq0$ they are nonzero, so the law without the boundary term is false for these waves.

The theorem below needs no quantisation of $k$. The preceding one assumes $kL=2\pi n$ so that the wave fits the ring, and there $n\neq0$ gives $k\neq0$.

```lean
/-- For a plane wave with `k ≠ 0` the position moment is stationary, while the integrated
current equals `ħkL/m` and is nonzero. -/
theorem planeWave_boundary_term {hbar m k L : ℝ} (hh : hbar ≠ 0) (hm : m ≠ 0)
    (hk : k ≠ 0) (hL : L ≠ 0) (a t : ℝ) :
    HasDerivAt (positionMoment (planeWave hbar m k) a (a + L)) 0 t ∧
    (∫ x in a..(a + L), current hbar m (planeWave hbar m k) t x) = hbar * k * L / m ∧
    hbar * k * L / m ≠ 0 := by
  have hn : ∀ s x, ‖planeWave hbar m k s x‖ = 1 :=
    fun s x => Complex.norm_exp_ofReal_mul_I _
  refine ⟨?_, ?_, div_ne_zero (mul_ne_zero (mul_ne_zero hh hk) hL) hm⟩
  · have e : positionMoment (planeWave hbar m k) a (a + L) =
        fun _ => ∫ x in a..(a + L), x * (1 : ℝ) ^ 2 := by
      funext s
      simp only [positionMoment, hn]
    rw [e]
    exact hasDerivAt_const t _
  · -- the current is uniform along the ring
    have hj : ∀ x, current hbar m (planeWave hbar m k) t x = hbar / m * k := by
      intro x
      have e : conj (planeWave hbar m k t x) * (k * Complex.I * planeWave hbar m k t x) =
          k * Complex.I := by
        have h := Complex.mul_conj (planeWave hbar m k t x)
        rw [Complex.normSq_eq_norm_sq, hn, one_pow, Complex.ofReal_one] at h
        linear_combination (k * Complex.I) * h
      rw [current, (planeWave_hasDerivAt hbar m k t x).1.deriv, e]
      simp
    simp only [hj, intervalIntegral.integral_const, smul_eq_mul]
    ring

end

end RingEhrenfest
```

```lean
#print axioms RingEhrenfest.no_boundary_term_iff
#print axioms RingEhrenfest.planeWave_boundary_term
```

```
'RingEhrenfest.no_boundary_term_iff' depends on axioms: [propext, Classical.choice, Quot.sound]
'RingEhrenfest.planeWave_boundary_term' depends on axioms: [propext, Classical.choice, Quot.sound]
```
